# Any propagator solving the Schrödinger equation for a finite Hermitian matrix h(t), from the identity at time zero, is unitary

Let `h t` be a finite complex matrix, Hermitian at every real time, and let `U` solve the Schrödinger equation U′ = −i h(t) U, with ħ = 1 and U(0) the identity. The theorem says that `U t` is then unitary at every time t; that such a `U` exists is assumed, not proved. The attempt differentiates each entry of U†U, which is the overlap of two columns of `U`, and uses the Hermiticity of `h` to show that the derivative is zero. Each overlap therefore keeps its value from time zero, where U†U is the identity.

An attempt in Lean 4 with a fault in it:

```lean
import Mathlib

open Matrix

namespace PropagatorUnitary

noncomputable section

variable {n : Type*} [Fintype n] [DecidableEq n]

/-- `U` solves the Schrödinger equation `U' = -i h(t) U` (with `ħ = 1`) and starts from the
identity at time zero. -/
structure IsPropagator (h U : ℝ → Matrix n n ℂ) : Prop where
  init : U 0 = 1
  schrodinger : ∀ t i j, HasDerivAt (fun s => U s i j) (-Complex.I * (h t * U t) i j) t

/-- Real-time propagation with a Hermitian Hamiltonian is unitary at every time. -/
theorem propagator_unitary {h U : ℝ → Matrix n n ℂ} (hh : ∀ t, (h t).IsHermitian)
    (hU : IsPropagator h U) (t : ℝ) : U t ∈ Matrix.unitaryGroup n ℂ := by
  rw [Matrix.mem_unitaryGroup_iff']
  ext i j
  -- the overlaps of the propagated orbitals are conserved
  have hd : ∀ s, HasDerivAt (fun s => ∑ k, star (U s k i) * U s k j) 0 s := by
    intro s
    have h1 := HasDerivAt.fun_sum (u := Finset.univ) fun k _ =>
      (hU.schrodinger s k i).star.fun_mul (hU.schrodinger s k j)
    refine h1.congr_deriv ?_
    have hM : (h s * U s)ᴴ * U s = (U s)ᴴ * (h s * U s) := by
      rw [Matrix.conjTranspose_mul, (hh s).eq, Matrix.mul_assoc]
    have hm : ∑ k, star ((h s * U s) k i) * U s k j
        = ∑ k, star (U s k i) * (h s * U s) k j := congrFun (congrFun hM i) j
    have hI : star (-Complex.I) = Complex.I := by simp
    calc _ = Complex.I * ∑ k, star ((h s * U s) k i) * U s k j
          + -Complex.I * ∑ k, star (U s k i) * (h s * U s) k j := by
          rw [Finset.mul_sum, Finset.mul_sum, ← Finset.sum_add_distrib]
          refine Finset.sum_congr rfl fun k _ => ?_
          rw [star_mul', hI]
          ring
      _ = 0 := by rw [hm]; ring
  have hc := is_const_of_deriv_eq_zero (fun s => (hd s).differentiableAt)
    (fun s => (hd s).deriv) t 0
  calc (star (U t) * U t) i j = ∑ k, star (U t k i) * U t k j := rfl
    _ = ∑ k, star (U 0 k i) * U 0 k j := hc
    _ = (1 : Matrix n n ℂ) i j := by
      rw [hU.init]
      change (star (1 : Matrix n n ℂ) * 1) i j = _
      rw [star_one, one_mul]

end

end PropagatorUnitary
```

Messages:

```
Main.lean:46:13: error: Function expected at
  star 1 * 1
but this term has type
  ?m.427

Note: Expected a function because this term is being applied to the argument
  i
```

Diagnosis. The one error is in the last step, where `change` is meant to restate the sum at time zero as the `i j` entry of a matrix product. To apply `star 1 * 1` to `i`, Lean must know that the product is a matrix, since a matrix can be applied to indices like a function. Multiplication in Lean may have a result type different from those of its factors, so Lean works out the result type from the types of both. Here the second `1` was written without a type. When Lean came to the index `i`, the type of the product was still undetermined, the `?m.427` of the message, so it refused the application.

The repair supplies the type in two places. Writing the second factor as `(1 : Matrix n n ℂ)` gives both factors known types, from which Lean can find the type of the product, as it already does for `(star (U t) * U t) i j` a few lines earlier. The ascription `: Matrix n n ℂ` round the whole product states the result type directly, so the product can be applied to `i` and `j`. The mathematics is unchanged.

Lean accepts the file once it reads:

```diff
@@ -44,5 +44,5 @@
     _ = (1 : Matrix n n ℂ) i j := by
       rw [hU.init]
-      change (star (1 : Matrix n n ℂ) * 1) i j = _
+      change (star (1 : Matrix n n ℂ) * (1 : Matrix n n ℂ) : Matrix n n ℂ) i j = _
       rw [star_one, one_mul]
 
```
